# On a panel [a, b] where the slope stays within ε of a constant, the trapezoidal rule errs by at most (3/2) ε (b − a)²

`panel_error` is a bound for numerical integration, with no physical model in it: a real function `f` on an interval with `a ≤ b` has a derivative there, one-sided at the ends, that stays within `ε` of a constant `c`. It states that the trapezoidal value `(b - a) * (f a + f b) / 2` differs from the integral of `f` by at most `3 / 2 * ε * (b - a) ^ 2`. The attempt compares `f` with the line through `(a, f a)` of slope `c`, from which the mean value inequality lets it stray by at most `ε * (b - a)`. Integrating that deviation gives an error of at most `ε * (b - a) ^ 2`, and the deviation at the endpoint `b` adds at most half as much again.

The failing Lean file:

```lean
import Mathlib

open Set Filter Topology

namespace PanelError

noncomputable section

/-- If the slope of `f` stays within `ε` of a constant `c` on a panel `[a, b]`, the trapezoidal
rule on that panel errs by at most `(3/2) ε (b - a)²`. -/
theorem panel_error {f f' : ℝ → ℝ} {a b c ε : ℝ} (hab : a ≤ b)
    (hf : ∀ x ∈ Icc a b, HasDerivWithinAt f (f' x) (Icc a b) x)
    (hc : ∀ x ∈ Icc a b, |f' x - c| ≤ ε) :
    |(b - a) * (f a + f b) / 2 - ∫ x in a..b, f x| ≤ 3 / 2 * ε * (b - a) ^ 2 := by
  have hε : 0 ≤ ε := (abs_nonneg _).trans (hc a ⟨le_rfl, hab⟩)
  -- the deviation from the linear part is small by the mean value inequality
  have key : ∀ x ∈ Icc a b, |f x - (f a + c * (x - a))| ≤ ε * (b - a) := by
    intro x hx
    have m := Convex.norm_image_sub_le_of_norm_hasDerivWithin_le
      (f := fun y => f y - c * y) (f' := fun y => f' y - c * 1) (C := ε)
      (fun y hy => (hf y hy).fun_sub ((hasDerivWithinAt_id y _).const_mul c))
      (fun y hy => by rw [mul_one, Real.norm_eq_abs]; exact hc y hy)
      (convex_Icc a b) (left_mem_Icc.2 hab) hx
    rw [Real.norm_eq_abs, Real.norm_eq_abs, abs_of_nonneg (sub_nonneg.2 hx.1)] at m
    have e : f x - (f a + c * (x - a)) = f x - c * x - (f a - c * a) := by ring
    rw [e]
    exact m.trans (mul_le_mul_of_nonneg_left (by linarith [hx.2]) hε)
  have hlin : Continuous fun x : ℝ => f a + c * (x - a) := by fun_prop
  have lin : ∫ x in a..b, (f a + c * (x - a)) = (b - a) * f a + c / 2 * (b - a) ^ 2 := by
    rw [intervalIntegral.integral_eq_sub_of_hasDerivAt
      (f := fun x => f a * x + c / 2 * ((x - a) * (x - a)))
      (fun x _ => (((hasDerivAt_id' x).const_mul (f a)).fun_add
        ((((hasDerivAt_id' x).sub_const a).fun_mul
          ((hasDerivAt_id' x).sub_const a)).const_mul (c / 2))).congr_deriv (by ring))
      (hlin.intervalIntegrable _ _)]
    ring
  have hcont : ContinuousOn f (Icc a b) := fun x hx => (hf x hx).continuousWithinAt
  have t := intervalIntegral.norm_integral_le_of_norm_le_const
    (a := a) (b := b) (C := ε * (b - a)) (f := fun x => f x - (f a + c * (x - a)))
    (fun x hx => by
      rw [uIoc_of_le hab] at hx
      exact key x ⟨hx.1.le, hx.2⟩)
  rw [intervalIntegral.integral_sub (hcont.intervalIntegrable_of_Icc hab)
    (hlin.intervalIntegrable _ _), lin, Real.norm_eq_abs,
    abs_of_nonneg (sub_nonneg.2 hab)] at t
  have k := mul_le_mul_of_nonneg_left (key b ⟨hab, le_rfl⟩) (sub_nonneg.2 hab)
  rw [← abs_of_nonneg (sub_nonneg.2 hab), abs_abs, ← abs_mul,
    abs_of_nonneg (sub_nonneg.2 hab)] at k
  obtain ⟨t1, t2⟩ := abs_le.1 t
  obtain ⟨k1, k2⟩ := abs_le.1 k
  exact abs_le.2 ⟨by linarith, by linarith⟩

end

end PanelError
```

The compiler's answer:

```
Main.lean:47:42: error: Tactic `rewrite` failed: Did not find an occurrence of the pattern
  |(|?a|)|
in the target expression
  |b - a| * |f b - (f a + c * |b - a|)| ≤ |b - a| * (ε * |b - a|)

f f' : ℝ → ℝ
a b c ε : ℝ
hab : a ≤ b
hf : ∀ x ∈ Icc a b, HasDerivWithinAt f (f' x) (Icc a b) x
hc : ∀ x ∈ Icc a b, |f' x - c| ≤ ε
hε : 0 ≤ ε
key : ∀ x ∈ Icc a b, |f x - (f a + c * (x - a))| ≤ ε * (b - a)
hlin : Continuous fun x => f a + c * (x - a)
lin : ∫ (x : ℝ) in a..b, f a + c * (x - a) = (b - a) * f a + c / 2 * (b - a) ^ 2
hcont : ContinuousOn f (Icc a b)
t : |(∫ (x : ℝ) in a..b, f x) - ((b - a) * f a + c / 2 * (b - a) ^ 2)| ≤ ε * (b - a) * (b - a)
k : |b - a| * |f b - (f a + c * |b - a|)| ≤ |b - a| * (ε * |b - a|)
⊢ |(b - a) * (f a + f b) / 2 - ∫ (x : ℝ) in a..b, f x| ≤ 3 / 2 * ε * (b - a) ^ 2
```

Lean accepts the file once it reads:

```diff
@@ -44,9 +44,8 @@
     (hlin.intervalIntegrable _ _), lin, Real.norm_eq_abs,
     abs_of_nonneg (sub_nonneg.2 hab)] at t
-  have k := mul_le_mul_of_nonneg_left (key b ⟨hab, le_rfl⟩) (sub_nonneg.2 hab)
-  rw [← abs_of_nonneg (sub_nonneg.2 hab), abs_abs, ← abs_mul,
-    abs_of_nonneg (sub_nonneg.2 hab)] at k
+  obtain ⟨g1, g2⟩ := abs_le.1 (key b ⟨hab, le_rfl⟩)
+  have k1 := mul_le_mul_of_nonneg_left g1 (sub_nonneg.2 hab)
+  have k2 := mul_le_mul_of_nonneg_left g2 (sub_nonneg.2 hab)
   obtain ⟨t1, t2⟩ := abs_le.1 t
-  obtain ⟨k1, k2⟩ := abs_le.1 k
   exact abs_le.2 ⟨by linarith, by linarith⟩
 
```

The error is in the handling of `k`, the endpoint bound multiplied by `b - a`. The proof wants to bring the factor `b - a` inside the absolute value, so it first rewrites backwards with `abs_of_nonneg`, turning `b - a` into `|b - a|`. This changes every occurrence, including the one inside `|f b - (f a + c * (b - a))|`. The next rewrite, `abs_abs`, needs an absolute value taken directly of another absolute value. The target has none: the inner `|b - a|` is only part of a larger expression. So `rw` fails with "Did not find an occurrence of the pattern".

The repair does without these rewrites. It splits the endpoint bound with `abs_le` into a lower and an upper inequality, `g1` and `g2`, and multiplies each by the nonnegative `b - a`. That gives `k1` and `k2` with no absolute values to rearrange, ready for the final `linarith` calls. The old line that split `k` goes because `k` no longer exists.
